# The Brillouin–Wigner equation for the formal energy series of a non-degenerate level in finite dimension

A non-degenerate level of a system with finitely many states is coupled to the other states by a perturbation of strength $t$, which can shift its energy. Eliminating the other states leaves an equation with the unknown energy on both sides, which raises the question of whether its formal power-series solutions that start at the unperturbed energy are exactly the energies of the level's perturbation series.

```lean
import Mathlib

open PowerSeries Matrix

namespace BrillouinWigner

noncomputable section

/-- Data of a perturbed level: the reference energy `d₀`, the other unperturbed energies `d`,
and the blocks `a`, `r`, `c`, `W` of the perturbation. -/
structure Model (n : Type*) where
  d₀ : ℂ
  d : n → ℂ
  a : ℂ
  r : n → ℂ
  c : n → ℂ
  W : Matrix n n ℂ

variable {n : Type*} [Fintype n] [DecidableEq n]

/-- The unperturbed Hamiltonian `diag(d₀, d)`. -/
def Model.H0 (M : Model n) : Matrix (Unit ⊕ n) (Unit ⊕ n) ℂ :=
  diagonal (Sum.elim (fun _ => M.d₀) M.d)

/-- The perturbation `V = [[a, r], [c, W]]`. -/
def Model.V (M : Model n) : Matrix (Unit ⊕ n) (Unit ⊕ n) ℂ :=
  fromBlocks (of fun _ _ => M.a) (of fun _ j => M.r j) (of fun i _ => M.c i) M.W

/-- The Hamiltonian `H0 + tV` over formal power series in the coupling `t`. -/
def Model.H (M : Model n) : Matrix (Unit ⊕ n) (Unit ⊕ n) ℂ⟦X⟧ :=
  M.H0.map (fun z => C z) + (X : ℂ⟦X⟧) • M.V.map (fun z => C z)

/-- `(E, ψ)` solves `(H0 + tV)ψ = Eψ` to all orders, in intermediate normalisation:
the reference component of `ψ` is exactly 1. -/
def Model.IsSeries (M : Model n) (E : ℂ⟦X⟧) (ψ : Unit ⊕ n → ℂ⟦X⟧) : Prop :=
  ψ (Sum.inl ()) = 1 ∧ M.H *ᵥ ψ = E • ψ

/-- The matrix `E - D - tW` on the complement of the reference state. -/
def Model.shifted (M : Model n) (E : ℂ⟦X⟧) : Matrix n n ℂ⟦X⟧ :=
  diagonal (fun i => E - C (M.d i)) - (X : ℂ⟦X⟧) • M.W.map (fun z => C z)

/-- The Brillouin-Wigner expression `d₀ + ta + t² r (E - D - tW)⁻¹ c`, meant for trial
energies `E` at which `E - D - tW` is invertible. -/
def Model.bw (M : Model n) (E : ℂ⟦X⟧) : ℂ⟦X⟧ :=
  C M.d₀ + X * C M.a +
    X ^ 2 * ∑ i, C (M.r i) * ((M.shifted E)⁻¹ *ᵥ fun j => C (M.c j)) i

/-- The action of `E - D - tW` on a vector of amplitudes, in components. -/
theorem shifted_mulVec (M : Model n) (E : ℂ⟦X⟧) (φ : n → ℂ⟦X⟧) (i : n) :
    (M.shifted E *ᵥ φ) i = (E - C (M.d i)) * φ i - X * ∑ j, C (M.W i j) * φ j := by
  rw [Model.shifted, sub_mulVec, Pi.sub_apply, mulVec_diagonal]
  congr 1
  simp [mulVec, dotProduct, Finset.mul_sum, mul_assoc]

/-- In intermediate normalisation (reference component of `ψ` equal to 1), the eigenvalue equation
splits into the reference row, which expresses the energy through the other amplitudes `φ`, and the
complementary rows `(E - D - tW)φ = tc`. -/
theorem isSeries_iff (M : Model n) (E : ℂ⟦X⟧) (ψ : Unit ⊕ n → ℂ⟦X⟧) :
    M.IsSeries E ψ ↔ ψ (Sum.inl ()) = 1 ∧
      E = C M.d₀ + X * C M.a + X * ∑ j, C (M.r j) * ψ (Sum.inr j) ∧
      (M.shifted E *ᵥ fun j => ψ (Sum.inr j)) = (X : ℂ⟦X⟧) • fun j => C (M.c j) := by
  have hH : ∀ k, (M.H *ᵥ ψ) k =
      C (Sum.elim (fun _ => M.d₀) M.d k) * ψ k + X * ∑ l, C (M.V k l) * ψ l := by
    intro k
    rw [Model.H, Model.H0, diagonal_map (map_zero _), add_mulVec, Pi.add_apply,
      mulVec_diagonal]
    congr 1
    simp [mulVec, dotProduct, Finset.mul_sum, mul_assoc, mul_add]
  have h0 : ∑ l, C (M.V (Sum.inl ()) l) * ψ l =
      C M.a * ψ (Sum.inl ()) + ∑ j, C (M.r j) * ψ (Sum.inr j) := by
    simp [Model.V, Fintype.sum_sum_type]
  have h1 : ∀ i, ∑ l, C (M.V (Sum.inr i) l) * ψ l =
      C (M.c i) * ψ (Sum.inl ()) + ∑ j, C (M.W i j) * ψ (Sum.inr j) := by
    intro i
    simp [Model.V, Fintype.sum_sum_type]
  constructor
  · rintro ⟨hn, h⟩
    refine ⟨hn, ?_, funext fun i => ?_⟩
    · have e := congrFun h (Sum.inl ())
      rw [hH, h0, Pi.smul_apply, smul_eq_mul, hn, Sum.elim_inl] at e
      linear_combination -e
    · have e := congrFun h (Sum.inr i)
      rw [hH, h1, Pi.smul_apply, smul_eq_mul, hn, Sum.elim_inr] at e
      rw [shifted_mulVec, Pi.smul_apply, smul_eq_mul]
      linear_combination -e
  · rintro ⟨hn, hE, h⟩
    refine ⟨hn, funext fun k => ?_⟩
    rcases k with ⟨⟩ | i
    · rw [hH, h0, Pi.smul_apply, smul_eq_mul, hn, Sum.elim_inl]
      linear_combination -hE
    · have e := congrFun h i
      rw [shifted_mulVec, Pi.smul_apply, smul_eq_mul] at e
      rw [hH, h1, Pi.smul_apply, smul_eq_mul, hn, Sum.elim_inr]
      linear_combination -e

/-- If no other unperturbed energy equals `d₀` and `E` starts at `d₀`, then `E - D - tW` is
invertible over formal power series. -/
theorem isUnit_shifted (M : Model n) (h : ∀ i, M.d i ≠ M.d₀) {E : ℂ⟦X⟧}
    (hE : constantCoeff E = M.d₀) : IsUnit (M.shifted E).det := by
  rw [PowerSeries.isUnit_iff_constantCoeff, RingHom.map_det]
  -- at zero coupling the matrix is diagonal with entries `d₀ - d i`
  have h0 : (constantCoeff (R := ℂ)).mapMatrix (M.shifted E) =
      diagonal fun i => M.d₀ - M.d i := by
    ext i j
    by_cases hij : i = j
    · subst hij
      simp [Model.shifted, hE]
    · simp [Model.shifted, hij]
  rw [h0, det_diagonal, isUnit_iff_ne_zero]
  exact Finset.prod_ne_zero_iff.mpr fun i _ => sub_ne_zero.mpr (h i).symm

/-- **Brillouin-Wigner equation.** If no other unperturbed energy equals `d₀`, a formal series
`E` is the energy of an intermediate-normalised perturbation series exactly when `E - D - tW`
is invertible and `E = d₀ + ta + t² r (E - D - tW)⁻¹ c`. -/
theorem brillouin_wigner (M : Model n) (h : ∀ i, M.d i ≠ M.d₀) (E : ℂ⟦X⟧) :
    (∃ ψ, M.IsSeries E ψ) ↔ IsUnit (M.shifted E).det ∧ E = M.bw E := by
  constructor
  · rintro ⟨ψ, hψ⟩
    obtain ⟨-, hE, hφ⟩ := (isSeries_iff M E ψ).mp hψ
    have hc : constantCoeff E = M.d₀ := by
      rw [hE]
      simp
    have hu := isUnit_shifted M h hc
    -- eliminate the complementary amplitudes
    have hs : (fun j => ψ (Sum.inr j)) =
        (X : ℂ⟦X⟧) • ((M.shifted E)⁻¹ *ᵥ fun j => C (M.c j)) := by
      rw [← mulVec_smul, ← hφ, mulVec_mulVec, nonsing_inv_mul _ hu, one_mulVec]
    refine ⟨hu, hE.trans ?_⟩
    rw [Model.bw, pow_two, mul_assoc X X, Finset.mul_sum (a := (X : ℂ⟦X⟧))
      (f := fun i => C (M.r i) * ((M.shifted E)⁻¹ *ᵥ fun j => C (M.c j)) i)]
    congr 2
    refine Finset.sum_congr rfl fun i _ => ?_
    have e := congrFun hs i
    simp only [Pi.smul_apply, smul_eq_mul] at e
    rw [e]
    ring
  · rintro ⟨hu, hE⟩
    -- rebuild the state from the resolvent
    refine ⟨Sum.elim (fun _ => 1)
      ((X : ℂ⟦X⟧) • ((M.shifted E)⁻¹ *ᵥ fun j => C (M.c j))), ?_⟩
    rw [isSeries_iff]
    refine ⟨rfl, hE.trans ?_, ?_⟩
    · simp only [Model.bw, Sum.elim_inr, Pi.smul_apply, smul_eq_mul, Finset.mul_sum]
      congr 1
      exact Finset.sum_congr rfl fun i _ => by ring
    · simp only [Sum.elim_inr]
      change M.shifted E *ᵥ ((X : ℂ⟦X⟧) • ((M.shifted E)⁻¹ *ᵥ fun j => C (M.c j))) = _
      rw [mulVec_smul, mulVec_mulVec, mul_nonsing_inv _ hu, one_mulVec]

/-- If no other unperturbed energy equals `d₀`, and two trial energies starting at `d₀` agree
below order `m`, their Brillouin-Wigner expressions agree below order `m + 2`. -/
theorem bw_gain (M : Model n) (h : ∀ i, M.d i ≠ M.d₀) {E F : ℂ⟦X⟧}
    (hE : constantCoeff E = M.d₀) (hF : constantCoeff F = M.d₀) {m : ℕ}
    (hd : X ^ m ∣ E - F) : X ^ (m + 2) ∣ M.bw E - M.bw F := by
  have hu := isUnit_shifted M h hE
  have key : ∀ i, X ^ m ∣ ((M.shifted E)⁻¹ *ᵥ fun j => C (M.c j)) i -
      ((M.shifted F)⁻¹ *ᵥ fun j => C (M.c j)) i := by
    intro i
    obtain ⟨v, hv⟩ : ∃ v, v = (M.shifted F)⁻¹ *ᵥ fun j => C (M.c j) := ⟨_, rfl⟩
    have hvF : M.shifted F *ᵥ v = fun j => C (M.c j) := by
      rw [hv, mulVec_mulVec, mul_nonsing_inv _ (isUnit_shifted M h hF), one_mulVec]
    have h1 : M.shifted E *ᵥ v = (fun j => C (M.c j)) + (E - F) • v := by
      funext k
      have e := congrFun hvF k
      rw [shifted_mulVec] at e
      rw [shifted_mulVec]
      simp only [Pi.add_apply, Pi.smul_apply, smul_eq_mul]
      linear_combination e
    -- the resolvent identity, applied to the coupling vector
    have h2 : v = ((M.shifted E)⁻¹ *ᵥ fun j => C (M.c j)) +
        (E - F) • ((M.shifted E)⁻¹ *ᵥ v) := by
      rw [← mulVec_smul, ← mulVec_add, ← h1, mulVec_mulVec, nonsing_inv_mul _ hu, one_mulVec]
    have e := congrFun h2 i
    simp only [Pi.add_apply, Pi.smul_apply, smul_eq_mul] at e
    obtain ⟨q, hq⟩ := hd
    rw [← hv]
    exact ⟨-(q * ((M.shifted E)⁻¹ *ᵥ v) i), by
      linear_combination (-1 : ℂ⟦X⟧) * e - ((M.shifted E)⁻¹ *ᵥ v) i * hq⟩
  have hs : M.bw E - M.bw F = X ^ 2 * ∑ i, C (M.r i) *
      (((M.shifted E)⁻¹ *ᵥ fun j => C (M.c j)) i -
        ((M.shifted F)⁻¹ *ᵥ fun j => C (M.c j)) i) := by
    simp only [Model.bw, mul_sub, Finset.sum_sub_distrib]
    ring
  rw [hs, pow_add, mul_comm (X ^ m)]
  exact mul_dvd_mul_left _ (Finset.dvd_sum fun i _ => (key i).mul_left _)

/-- If no other unperturbed energy equals `d₀`, then `k` self-consistency cycles from any trial
energy starting at `d₀` agree through order `2k` with `k` cycles from the constant `d₀`. -/
theorem iterate_agree (M : Model n) (h : ∀ i, M.d i ≠ M.d₀) {G : ℂ⟦X⟧}
    (hG : constantCoeff G = M.d₀) (k : ℕ) :
    constantCoeff (M.bw^[k] G) = M.d₀ ∧
      X ^ (2 * k + 1) ∣ M.bw^[k] G - M.bw^[k] (C M.d₀) := by
  have hc : ∀ F : ℂ⟦X⟧, constantCoeff F = M.d₀ → constantCoeff (M.bw^[k] F) = M.d₀ := by
    intro F hF
    cases k with
    | zero => exact hF
    | succ k =>
      rw [Function.iterate_succ_apply']
      simp [Model.bw]
  refine ⟨hc G hG, ?_⟩
  clear hc
  induction k generalizing G with
  | zero =>
    simp only [Function.iterate_zero, id_eq, mul_zero, zero_add, pow_one]
    rw [PowerSeries.X_dvd_iff]
    simp [hG]
  | succ k ih =>
    have hc : ∀ F : ℂ⟦X⟧, constantCoeff F = M.d₀ → constantCoeff (M.bw^[k] F) = M.d₀ := by
      intro F hF
      cases k with
      | zero => exact hF
      | succ k =>
        rw [Function.iterate_succ_apply']
        simp [Model.bw]
    rw [Function.iterate_succ_apply', Function.iterate_succ_apply']
    exact bw_gain M h (hc G hG) (hc _ (by simp)) (ih hG)

/-- If no other unperturbed energy equals `d₀`, an intermediate-normalised perturbation series
exists. -/
theorem exists_series (M : Model n) (h : ∀ i, M.d i ≠ M.d₀) : ∃ E ψ, M.IsSeries E ψ := by
  have h0 : constantCoeff (C M.d₀ : ℂ⟦X⟧) = M.d₀ := by simp
  -- the limit takes its `m`-th coefficient from the `m`-th iterate
  obtain ⟨L, hL⟩ : ∃ L : ℂ⟦X⟧, ∀ m, coeff m L = coeff m (M.bw^[m] (C M.d₀)) :=
    ⟨PowerSeries.mk fun m => coeff m (M.bw^[m] (C M.d₀)), fun m => coeff_mk m _⟩
  have hd : ∀ k, X ^ (k + 1) ∣ L - M.bw^[k] (C M.d₀) := by
    intro k
    rw [PowerSeries.X_pow_dvd_iff]
    intro m hm
    obtain ⟨i, rfl⟩ := Nat.exists_eq_add_of_le (Nat.lt_succ_iff.mp hm)
    have h1 := (iterate_agree M h (iterate_agree M h h0 i).1 m).2
    rw [← Function.iterate_add_apply, PowerSeries.X_pow_dvd_iff] at h1
    have h2 := h1 m (by omega)
    rw [map_sub] at h2
    rw [map_sub, hL]
    linear_combination -h2
  have hc : constantCoeff L = M.d₀ := by
    have e := hL 0
    simpa using e
  refine ⟨L, (brillouin_wigner M h L).mpr ⟨isUnit_shifted M h hc, ?_⟩⟩
  ext k
  have h1 := bw_gain M h hc (iterate_agree M h h0 k).1 (hd k)
  have h2 := hd (k + 1)
  rw [Function.iterate_succ_apply'] at h2
  rw [PowerSeries.X_pow_dvd_iff] at h1 h2
  have a1 := h1 k (by omega)
  have a2 := h2 k (by omega)
  rw [map_sub] at a1 a2
  linear_combination a2 - a1

/-- If no other unperturbed energy equals `d₀`, then `k` self-consistency cycles started from
`d₀` reproduce the energy of a perturbation series through order `2k`. -/
theorem iterate_accuracy (M : Model n) (h : ∀ i, M.d i ≠ M.d₀) {E : ℂ⟦X⟧}
    {ψ : Unit ⊕ n → ℂ⟦X⟧} (hψ : M.IsSeries E ψ) (k : ℕ) :
    X ^ (2 * k + 1) ∣ E - M.bw^[k] (C M.d₀) := by
  have hE := ((brillouin_wigner M h E).mp ⟨ψ, hψ⟩).2
  have hc : constantCoeff E = M.d₀ := by
    rw [hE]
    simp [Model.bw]
  have e := (iterate_agree M h hc k).2
  rwa [Function.iterate_fixed hE.symm k] at e

/-- If no other unperturbed energy equals `d₀`, the second-order energy is the sum of
`r i * c i / (d₀ - d i)` over the other states. -/
theorem second_order (M : Model n) (h : ∀ i, M.d i ≠ M.d₀) {E : ℂ⟦X⟧}
    {ψ : Unit ⊕ n → ℂ⟦X⟧} (hψ : M.IsSeries E ψ) :
    coeff 2 E = ∑ i, M.r i * M.c i / (M.d₀ - M.d i) := by
  obtain ⟨hu, hE⟩ := (brillouin_wigner M h E).mp ⟨ψ, hψ⟩
  have hc : constantCoeff E = M.d₀ := by
    rw [hE]
    simp [Model.bw]
  have h2 : ∀ (x y : ℂ) (S : ℂ⟦X⟧),
      coeff 2 (C x + X * (C y + X * S)) = constantCoeff S := by
    intro x y S
    rw [map_add, coeff_C, if_neg (by norm_num), zero_add]
    refine (coeff_succ_X_mul 1 _).trans ?_
    rw [map_add, coeff_C, if_neg one_ne_zero, zero_add]
    exact (coeff_succ_X_mul 0 S).trans (by simp)
  have hb : M.bw E = C M.d₀ + X * (C M.a + X *
      ∑ i, C (M.r i) * ((M.shifted E)⁻¹ *ᵥ fun j => C (M.c j)) i) := by
    rw [Model.bw]
    ring
  rw [hE, hb, h2, map_sum]
  refine Finset.sum_congr rfl fun i _ => ?_
  -- the resolvent at zero coupling divides by the energy gap
  have hs : M.shifted E *ᵥ ((M.shifted E)⁻¹ *ᵥ fun j => C (M.c j)) =
      fun j => C (M.c j) := by
    rw [mulVec_mulVec, mul_nonsing_inv _ hu, one_mulVec]
  have e := congrFun hs i
  rw [shifted_mulVec] at e
  have e0 := congrArg (constantCoeff (R := ℂ)) e
  rw [map_sub, map_mul, map_mul, map_sub, hc, constantCoeff_X, zero_mul, sub_zero,
    constantCoeff_C, constantCoeff_C] at e0
  rw [map_mul, constantCoeff_C, eq_div_iff (sub_ne_zero.mpr (h i).symm)]
  linear_combination M.r i * e0

end

end BrillouinWigner
```

```lean
#print axioms BrillouinWigner.brillouin_wigner
#print axioms BrillouinWigner.exists_series
#print axioms BrillouinWigner.iterate_accuracy
#print axioms BrillouinWigner.second_order
```

```
'BrillouinWigner.brillouin_wigner' depends on axioms: [propext, Classical.choice, Quot.sound]
'BrillouinWigner.exists_series' depends on axioms: [propext, Classical.choice, Quot.sound]
'BrillouinWigner.iterate_accuracy' depends on axioms: [propext, Classical.choice, Quot.sound]
'BrillouinWigner.second_order' depends on axioms: [propext, Classical.choice, Quot.sound]
```

## An equation that characterises the energy series

The unperturbed Hamiltonian is $H_0=\mathrm{diag}(d_0,D)$, where $d_0$ is the energy of the reference state and $D=\mathrm{diag}(d_i)$ holds the others. The perturbation $V$ has the reference element $a$, the row $r$ and column $c$ that couple the reference to the other states, and the block $W$ among those states. `Model` stores these numbers. They are complex, and $V$ need not be Hermitian.

Energies and amplitudes are formal power series in $t$, which Lean writes as `X`; `C z` is the constant series $z$. `M.IsSeries E ψ` says that $(H_0+tV)\psi=E\psi$ holds at every order and that the reference component of $\psi$ is 1 (intermediate normalisation). `M.shifted E` is the matrix $E-D-tW$, and `M.bw E` is

$$B(E)=d_0+ta+t^2\,r\,(E-D-tW)^{-1}c .$$

The theorem `brillouin_wigner` assumes $d_i\neq d_0$ for all $i$: the reference level is non-degenerate, though the other levels may coincide among themselves. Then some $\psi$ belongs to $E$ if and only if $E-D-tW$ is invertible over formal power series and $E=B(E)$. The condition $E(0)=d_0$ is derived, not assumed. At a fixed numerical value of $t$, by contrast, energies of other levels can also solve $E=B(E)$.

For a finite-basis Hamiltonian, $B(E)$ is the energy-dependent effective Hamiltonian of a one-state model space, as met in partitioning methods of electronic structure. Whether the energy series converges at a given numerical value of $t$ is a separate question, which the formal identities do not address.

## Eliminating the other states

Write $\psi=(1,\varphi)$. The reference row and the remaining rows of the eigenvalue equation are

$$E=d_0+ta+t\sum_j r_j\varphi_j,\qquad (E-D-tW)\varphi=tc .$$

This is `isSeries_iff`, where `linear_combination` rearranges each row. The first equation gives $E(0)=d_0$, so at $t=0$

$$\det(E-D-tW)\big|_{t=0}=\prod_i(d_0-d_i)\neq0 .$$

A power series with non-zero constant term is invertible, hence so is the matrix (`isUnit_shifted`). Therefore $\varphi=t(E-D-tW)^{-1}c$, and substitution in the reference row gives $E=B(E)$. Conversely, if $E=B(E)$ and the inverse exists, this same formula for $\varphi$ defines a state that satisfies both equations.

## Two orders per self-consistency cycle

Let $R(E)=(E-D-tW)^{-1}$. For two trial energies $E$ and $F$ that start at $d_0$, the resolvent identity gives

$$B(E)-B(F)=-t^2(E-F)\,r\,R(E)R(F)\,c .$$

If $E$ and $F$ agree below order $m$, then $B(E)$ and $B(F)$ agree below order $m+2$. This is `bw_gain`; in Lean, `X ^ m ∣ E - F` expresses agreement below order $m$. The proof sets $v=R(F)c$, finds $(E-D-tW)v=c+(E-F)v$, and applies $R(E)$.

Any trial energy starting at $d_0$ agrees with the constant $d_0$ below order 1. By induction, $k$ cycles from either agree through order $2k$ (`iterate_agree`). Taking $B^i(d_0)$ as the trial energy shows that $B^{k+i}(d_0)$ and $B^k(d_0)$ agree through order $2k$, so each coefficient eventually stops changing.

In `exists_series`, the limit $L$ takes its $m$-th coefficient from $B^m(d_0)$, and so agrees with $B^k(d_0)$ through order $k$. By `bw_gain`, $B(L)$ agrees with $B^{k+1}(d_0)$ through order $k+2$, while $L$ agrees with it through order $k+1$. Hence $L$ and $B(L)$ have the same $k$-th coefficient for every $k$, so $L=B(L)$, and the main theorem supplies the state.

An energy $E$ of a perturbation series is unchanged by $B$. Comparing $k$ cycles from $E$ with $k$ cycles from $d_0$ therefore shows that $B^k(d_0)$ reproduces $E$ through order $2k$ (`iterate_accuracy`).

## The second-order energy

The $t^2$ coefficient of $B(E)$ is the constant term of $r\,R(E)\,c$. At $t=0$ the equation $(E-D-tW)R(E)c=c$ reads $(d_0-d_i)\,(R(E)c)_i=c_i$, so

$$E_2=\sum_i\frac{r_ic_i}{d_0-d_i},$$

which is `second_order`. For Hermitian $V$, $c_i=\overline{r_i}$ and the numerators become $|r_i|^2$.
